# The trace overlap of two orthogonal projectors lies between zero and the smaller trace

## Conventions for orbital spaces

A one-particle state is a column of complex amplitudes in a fixed, finite, orthonormal basis. The basis functions are labelled by a finite type `n`, and an operator on the states is a matrix of type `Matrix n n ℂ`. The types `k` and `l` label the orbitals in two sets, which may differ in size. Mᴴ is the conjugate transpose of M, and tr is the ordinary sum of diagonal entries, without normalisation.

```lean
import Mathlib

open scoped Matrix

namespace OrbitalOverlap

variable {n k l : Type*} [Fintype n] [Fintype k] [Fintype l]
```

An orbital space is represented by its orthogonal projector, a matrix P with

Pᴴ = P and PP = P.

`IsProjector P` records these two equations as `herm` and `idem`. The projector depends only on the space, so rotating the orbitals among themselves leaves it unchanged. The zero matrix is allowed and stands for the space without orbitals.

```lean
/-- The orthogonal projector onto an orbital space: a Hermitian idempotent matrix. -/
structure IsProjector (P : Matrix n n ℂ) : Prop where
  herm : Pᴴ = P
  idem : P * P = P
```

For two projectors P and Q, the overlap of their spaces is tr(PQ). It will be compared with the weight of a matrix, the sum of the squared moduli of its entries:

weight(M) = Σᵢ Σⱼ |Mᵢⱼ|².

This is the square of the Frobenius norm. In Lean `weight M` is a real number, while traces of complex matrices are complex. An equation between the two therefore carries the cast `(weight M : ℂ)`, and such an equation already says that the trace is real.

```lean
/-- The weight of a matrix: the sum of the squared moduli of its entries. -/
noncomputable def weight (M : Matrix k l ℂ) : ℝ := ∑ i, ∑ j, ‖M i j‖ ^ 2
```

## The weight as a trace

The diagonal entry of MᴴM at position j is Σᵢ conj(Mᵢⱼ) Mᵢⱼ. Summing over j and exchanging the two sums gives

tr(MᴴM) = Σⱼ Σᵢ conj(Mᵢⱼ) Mᵢⱼ = Σᵢ Σⱼ |Mᵢⱼ|² = weight(M).

In the proof, `simp only` writes out the trace and the product, `Finset.sum_comm` exchanges the sums, and `Complex.conj_mul'` supplies conj(z) z = |z|² for each entry.

```lean
/-- The trace of `Mᴴ M` is the weight of `M`. -/
theorem trace_conjTranspose_mul_self (M : Matrix k l ℂ) :
    Matrix.trace (Mᴴ * M) = (weight M : ℂ) := by
  simp only [Matrix.trace, Matrix.diag_apply, Matrix.mul_apply,
    Matrix.conjTranspose_apply, weight]
  push_cast
  rw [Finset.sum_comm]
  refine Finset.sum_congr rfl fun i _ => Finset.sum_congr rfl fun j _ => ?_
  exact Complex.conj_mul' _
```

Every term of the weight is nonnegative, so the weight is nonnegative. If it is zero, each row sum is zero, and then each |Mᵢⱼ|² within a row is zero, so M = 0. The two uses of `Finset.sum_eq_zero_iff_of_nonneg` are these two stages, first for the rows and then for the entries of one row.

```lean
/-- The weight of a matrix is nonnegative, and it vanishes only for the zero matrix. -/
theorem weight_nonneg_and_eq_zero_iff (M : Matrix k l ℂ) :
    0 ≤ weight M ∧ (weight M = 0 ↔ M = 0) := by
  have hrow : ∀ i ∈ Finset.univ, 0 ≤ ∑ j, ‖M i j‖ ^ 2 :=
    fun i _ => Finset.sum_nonneg fun j _ => sq_nonneg ‖M i j‖
  refine ⟨Finset.sum_nonneg hrow, fun h => ?_, fun h => by simp [h, weight]⟩
  ext i j
  -- a vanishing sum of nonnegative terms vanishes term by term
  have h1 := (Finset.sum_eq_zero_iff_of_nonneg hrow).mp h i (Finset.mem_univ i)
  have hent : ∀ j ∈ Finset.univ, 0 ≤ ‖M i j‖ ^ 2 := fun j _ => sq_nonneg ‖M i j‖
  have h2 := (Finset.sum_eq_zero_iff_of_nonneg hent).mp h1 j (Finset.mem_univ j)
  simpa using h2
```

## The overlap as the weight of QP

Let P and Q be projectors. Idempotency allows a factor P to be doubled, cyclicity moves one copy to the end, and then Q is doubled in the middle:

tr(PQ) = tr(PPQ) = tr(PQP) = tr(PQQP).

Since P and Q are Hermitian, (QP)ᴴ = PᴴQᴴ = PQ. The last trace is therefore tr((QP)ᴴ(QP)), and

tr(PQ) = weight(QP).

The matrix QP first projects onto the space of P and then onto that of Q, so its weight measures how much of the first space survives the second projection. The Lean proof first rewrites the right-hand side as a trace, and its `calc` block then follows the chain above, with `Matrix.trace_mul_comm` as the cyclic step.

```lean
/-- The overlap `tr(PQ)` of two orbital spaces is the weight of `QP`. -/
theorem trace_mul_eq_weight {P Q : Matrix n n ℂ} (hP : IsProjector P)
    (hQ : IsProjector Q) : Matrix.trace (P * Q) = (weight (Q * P) : ℂ) := by
  rw [← trace_conjTranspose_mul_self, Matrix.conjTranspose_mul, hP.herm, hQ.herm]
  calc Matrix.trace (P * Q) = Matrix.trace (P * P * Q) := by rw [hP.idem]
    _ = Matrix.trace (P * (P * Q)) := by rw [mul_assoc]
    _ = Matrix.trace (P * Q * P) := Matrix.trace_mul_comm P (P * Q)
    _ = Matrix.trace (P * (Q * Q) * P) := by rw [hQ.idem]
    _ = Matrix.trace (P * Q * (Q * P)) := by simp only [mul_assoc]
```

## The part of one space that sticks out of the other

The complement 1 − Q is also a projector. It is Hermitian, and

(1 − Q)(1 − Q) = 1 − Q − Q + QQ = 1 − Q.

Using it in place of Q in the previous identity gives

tr P − tr(PQ) = tr(P(1 − Q)) = weight((1 − Q)P) = weight(P − QP).

The shortfall of the overlap from tr P is thus the weight of what the projection onto the second space removes from the first. In the proof, `hc` is the statement about the complement, and the final `rwa` expands the products with 1 − Q.

```lean
/-- What the overlap lacks of `tr P` is the weight of `P - QP`, the part of the first
orbital space that sticks out of the second. -/
theorem trace_sub_overlap {P Q : Matrix n n ℂ} (hP : IsProjector P)
    (hQ : IsProjector Q) :
    Matrix.trace P - Matrix.trace (P * Q) = (weight (P - Q * P) : ℂ) := by
  classical
  -- the complement of an orbital space has a projector too
  have hc : IsProjector (1 - Q) := by
    refine ⟨by rw [Matrix.conjTranspose_sub, Matrix.conjTranspose_one, hQ.herm], ?_⟩
    have h := hQ.idem
    calc (1 - Q) * (1 - Q) = 1 - Q - Q + Q * Q := by noncomm_ring
      _ = 1 - Q := by rw [h]; abel
  have h := trace_mul_eq_weight hP hc
  rwa [mul_sub, mul_one, Matrix.trace_sub, sub_mul, one_mul] at h
```

## Bounds and limiting cases

Everything needed is now contained in three identities:

tr(PQ) = weight(QP),
tr P − tr(PQ) = weight(P − QP),
tr Q − tr(PQ) = weight(Q − PQ).

The third is the second with P and Q exchanged, followed by tr(QP) = tr(PQ). The first shows that the overlap is real and nonnegative. The other two show that it exceeds neither tr P nor tr Q:

0 ≤ tr(PQ) ≤ min(tr P, tr Q).

Because only the zero matrix has zero weight, the second identity gives tr(PQ) = tr P exactly when QP = P, and the first gives tr(PQ) = 0 exactly when QP = 0. The equation QP = P says that Q leaves every vector in the space of P unchanged, so the first space lies inside the second. The equation QP = 0 says that the two spaces are orthogonal. In the case QP = P, taking the conjugate transpose also gives PQ = P, so the two projectors commute.

The theorem `overlap_bounds` states these facts as five clauses. The minimum is taken between real numbers, so the theorem expresses reality of the overlap as a vanishing imaginary part `.im`, and its inequalities compare real parts `.re`. The two equivalences are between equations of complex numbers and equations of matrices. In the proof, `h0`, `hPQ` and `hQP` are the three identities. The lower bound is the nonnegativity of the weight in `h0`. The two upper bounds come from the real parts of `hPQ` and `hQP` by `linarith`, and the equivalences come from rewriting with the criterion for zero weight.

Hermiticity matters here. The matrix P with rows (1, 3) and (0, 0) is idempotent and has trace 1. With Q the orthogonal projector whose four entries are all 1/2, one finds tr(PQ) = 2. Idempotency of P alone is therefore not enough for the upper bound, even when Q is an orthogonal projector.

```lean
/-- The overlap `tr(PQ)` of two orbital spaces is real and lies between zero and the smaller
of `tr P` and `tr Q`. It equals `tr P` exactly when `QP = P`, and vanishes exactly when
`QP = 0`. -/
theorem overlap_bounds {P Q : Matrix n n ℂ} (hP : IsProjector P) (hQ : IsProjector Q) :
    (Matrix.trace (P * Q)).im = 0 ∧ 0 ≤ (Matrix.trace (P * Q)).re ∧
    (Matrix.trace (P * Q)).re ≤ min (Matrix.trace P).re (Matrix.trace Q).re ∧
    (Matrix.trace (P * Q) = Matrix.trace P ↔ Q * P = P) ∧
    (Matrix.trace (P * Q) = 0 ↔ Q * P = 0) := by
  have h0 := trace_mul_eq_weight hP hQ
  have hPQ := trace_sub_overlap hP hQ
  have hQP := trace_sub_overlap hQ hP
  rw [Matrix.trace_mul_comm Q P] at hQP
  refine ⟨by rw [h0, Complex.ofReal_im], ?_, le_min ?_ ?_, ?_, ?_⟩
  · rw [h0, Complex.ofReal_re]
    exact (weight_nonneg_and_eq_zero_iff _).1
  · have h := congrArg Complex.re hPQ
    rw [Complex.sub_re, Complex.ofReal_re] at h
    linarith [(weight_nonneg_and_eq_zero_iff (P - Q * P)).1]
  · have h := congrArg Complex.re hQP
    rw [Complex.sub_re, Complex.ofReal_re] at h
    linarith [(weight_nonneg_and_eq_zero_iff (Q - P * Q)).1]
  · -- full overlap means that nothing sticks out
    rw [eq_comm, ← sub_eq_zero, hPQ, Complex.ofReal_eq_zero,
      (weight_nonneg_and_eq_zero_iff _).2, sub_eq_zero, eq_comm]
  · rw [h0, Complex.ofReal_eq_zero, (weight_nonneg_and_eq_zero_iff _).2]
```

## From orthonormal orbitals to a projector

In practice a space is usually given by orbitals. Let the columns of A be the orbitals, so that `A : Matrix n k ℂ` has one row per basis function and one column per orbital. Orthonormality reads AᴴA = 1. Then AAᴴ is Hermitian, and

(AAᴴ)(AAᴴ) = A(AᴴA)Aᴴ = AAᴴ,
tr(AAᴴ) = tr(AᴴA) = tr 1 = number of orbitals.

The number of orbitals is `Fintype.card k` in Lean. The `calc` block regroups the product so that the hypothesis `hA` can replace AᴴA by 1.

```lean
/-- Orthonormal orbitals, the columns of `A`, give the projector `A Aᴴ`, whose trace is the
number of orbitals. -/
theorem orbital_projector [DecidableEq k] {A : Matrix n k ℂ} (hA : Aᴴ * A = 1) :
    IsProjector (A * Aᴴ) ∧ Matrix.trace (A * Aᴴ) = (Fintype.card k : ℂ) := by
  refine ⟨⟨by rw [Matrix.conjTranspose_mul, Matrix.conjTranspose_conjTranspose], ?_⟩, ?_⟩
  · calc A * Aᴴ * (A * Aᴴ) = A * (Aᴴ * A) * Aᴴ := by simp only [Matrix.mul_assoc]
      _ = A * Aᴴ := by rw [hA, Matrix.mul_one]
  · rw [Matrix.trace_mul_comm, hA, Matrix.trace_one]
```

## Squared overlap integrals

Let B hold a second orbital set, labelled by `l`. The entry

(AᴴB)ᵢⱼ = Σₘ conj(Aₘᵢ) Bₘⱼ

is the overlap integral of orbital i of A with orbital j of B. By cyclicity, and because (AᴴB)ᴴ = BᴴA,

tr(AAᴴBBᴴ) = tr(BᴴA AᴴB) = weight(AᴴB) = Σᵢ Σⱼ |(AᴴB)ᵢⱼ|².

This identity holds for any two coefficient matrices whose rows are labelled by the same basis. Orthonormality is not assumed. When it holds, AAᴴ and BBᴴ are projectors, and the left-hand side is the overlap of their spaces.

```lean
/-- For orbitals given by the columns of `A` and `B`, the trace of `(A Aᴴ)(B Bᴴ)` is the sum
of the squared moduli of all overlap integrals `(Aᴴ B) i j`. -/
theorem trace_eq_sum_overlap_integrals (A : Matrix n k ℂ) (B : Matrix n l ℂ) :
    Matrix.trace (A * Aᴴ * (B * Bᴴ)) = (weight (Aᴴ * B) : ℂ) := by
  rw [← trace_conjTranspose_mul_self, Matrix.conjTranspose_mul,
    Matrix.conjTranspose_conjTranspose]
  calc Matrix.trace (A * Aᴴ * (B * Bᴴ)) = Matrix.trace (A * Aᴴ * B * Bᴴ) := by
        simp only [Matrix.mul_assoc]
    _ = Matrix.trace (Bᴴ * (A * Aᴴ * B)) := Matrix.trace_mul_comm _ _
    _ = Matrix.trace (Bᴴ * A * (Aᴴ * B)) := by simp only [Matrix.mul_assoc]
```

For orthonormal sets, the bounds on tr(PQ) become bounds on the summed squared overlap integrals:

Σᵢ Σⱼ |(AᴴB)ᵢⱼ|² ≤ min(number of orbitals in A, number of orbitals in B).

The sum reaches the number in A exactly when BBᴴAAᴴ = AAᴴ. Multiplying this equation by A from the right and using AᴴA = 1 turns it into

BBᴴA = A,

which says, column by column, that the projector of B leaves each orbital of A unchanged. Multiplying by Aᴴ from the right leads back. The two bullets at the end of the proof are these two directions, and `exact_mod_cast` passes between the real equation for the weight and the complex equation for the trace.

This gives a way to compare, for example, the occupied spaces of two mean-field calculations, provided that both are expanded in the same finite orthonormal one-particle basis. For atomic orbitals with overlap matrix S, the coefficients C satisfy CᴴSC = 1 instead, and the statement applies to the orthogonalised coefficients A = S^(1/2) C. Fractional occupations are excluded as well, since a density matrix that has them is not idempotent.

```lean
/-- For two orthonormal orbital sets, the summed squared overlap integrals are at most the
number of orbitals in either set. They reach the number in `A` exactly when the projector
of `B` leaves every orbital of `A` unchanged. -/
theorem overlap_integrals_le [DecidableEq k] [DecidableEq l] {A : Matrix n k ℂ}
    {B : Matrix n l ℂ} (hA : Aᴴ * A = 1) (hB : Bᴴ * B = 1) :
    weight (Aᴴ * B) ≤ min (Fintype.card k : ℝ) (Fintype.card l : ℝ) ∧
    (weight (Aᴴ * B) = (Fintype.card k : ℝ) ↔ B * Bᴴ * A = A) := by
  obtain ⟨pA, tA⟩ := orbital_projector hA
  obtain ⟨pB, tB⟩ := orbital_projector hB
  obtain ⟨-, -, hle, hiff, -⟩ := overlap_bounds pA pB
  rw [trace_eq_sum_overlap_integrals, tA, tB] at hle
  rw [trace_eq_sum_overlap_integrals, tA] at hiff
  refine ⟨by simpa using hle, fun h => ?_, fun h => ?_⟩
  · have hq := hiff.mp (by exact_mod_cast h)
    calc B * Bᴴ * A = B * Bᴴ * (A * Aᴴ) * A := by
          rw [Matrix.mul_assoc (B * Bᴴ), Matrix.mul_assoc A, hA, Matrix.mul_one]
      _ = A * Aᴴ * A := by rw [hq]
      _ = A := by rw [Matrix.mul_assoc, hA, Matrix.mul_one]
  · have hq : B * Bᴴ * (A * Aᴴ) = A * Aᴴ := by rw [← Matrix.mul_assoc, h]
    exact_mod_cast hiff.mpr hq
```

## Two lines at an angle θ

The smallest instructive case has one real orbital v = (c, s) in a two-dimensional space. Its matrix vvᵀ has rows (c², cs) and (cs, s²).

```lean
/-- The matrix `v vᵀ` of the real two-component orbital `v = (c, s)`. -/
noncomputable def lineMatrix (c s : ℝ) : Matrix (Fin 2) (Fin 2) ℂ :=
  !![(c : ℂ) ^ 2, (c : ℂ) * s; (c : ℂ) * s, (s : ℂ) ^ 2]
```

If c² + s² = 1, this matrix is a projector. It is real and symmetric, and each entry of its square contains the factor c² + s². The upper left entry, for instance, is

c⁴ + c²s² = c²(c² + s²) = c².

The proof checks the four entries one at a time. Each `linear_combination` multiplies the normalisation condition by the entry in question.

```lean
/-- If the real orbital `(c, s)` is normalised, its matrix is a projector. -/
theorem lineMatrix_isProjector {c s : ℝ} (h : c ^ 2 + s ^ 2 = 1) :
    IsProjector (lineMatrix c s) := by
  have hc : (c : ℂ) ^ 2 + (s : ℂ) ^ 2 = 1 := by exact_mod_cast h
  constructor
  · ext i j
    fin_cases i <;> fin_cases j <;>
      simp [lineMatrix, Matrix.conjTranspose_apply]
  · ext i j
    fin_cases i <;> fin_cases j <;>
      simp [lineMatrix, Matrix.mul_apply, Fin.sum_univ_succ]
    · linear_combination (c : ℂ) ^ 2 * hc
    · linear_combination (c : ℂ) * s * hc
    · linear_combination (c : ℂ) * s * hc
    · linear_combination (s : ℂ) ^ 2 * hc
```

Now take the orbitals (1, 0) and (cos θ, sin θ). The first projector has a single nonzero entry, a 1 in the upper left corner, so the trace of the product picks out the upper left entry of the second:

tr(PQ) = cos²θ.

Both projectors have trace 1. The overlap is 1 when the lines coincide, 0 when they are perpendicular, and 1/2 at θ = π/4, where both inequalities are strict. The theorem `overlap_witness` states the projector property of both matrices together with the value of the overlap, for every real θ.

```lean
/-- The orbitals `(1, 0)` and `(cos θ, sin θ)` give two projectors whose overlap is
`cos² θ`. -/
theorem overlap_witness (θ : ℝ) :
    IsProjector (lineMatrix 1 0) ∧ IsProjector (lineMatrix (Real.cos θ) (Real.sin θ)) ∧
    Matrix.trace (lineMatrix 1 0 * lineMatrix (Real.cos θ) (Real.sin θ)) =
      ((Real.cos θ ^ 2 : ℝ) : ℂ) := by
  refine ⟨lineMatrix_isProjector (by norm_num),
    lineMatrix_isProjector (Real.cos_sq_add_sin_sq θ), ?_⟩
  simp [lineMatrix, Matrix.trace_fin_two]

end OrbitalOverlap
```

```lean
#print axioms OrbitalOverlap.overlap_bounds
-- 'OrbitalOverlap.overlap_bounds' depends on axioms: [propext, Classical.choice, Quot.sound]
#print axioms OrbitalOverlap.overlap_integrals_le
-- 'OrbitalOverlap.overlap_integrals_le' depends on axioms: [propext, Classical.choice, Quot.sound]
```
